# A Soft-Core Pseudopotential with No Coulomb or Linear Term at the Nucleus

An electron that approaches a point ion of charge Z sees the potential -Z/r, which diverges. In a quantum Monte Carlo simulation this divergence enters the local energy, and unless the trial wave function has the matching cusp, it causes large fluctuations. An effective core potential can remove the singularity near the nucleus while keeping the ionic attraction far away. Consider, in atomic units, the local potential

V(r) = -Z/r + Z exp(-a r²)/r + a Z r exp(-b r²), r > 0,

where the exponents a and b set the ranges of the two Gaussians. How does it behave as r → 0?

## Cancellation order by order

For |u| ≤ 1, the exponential differs from its Taylor polynomial of degree n by at most C|u|ⁿ⁺¹, with C depending only on n. Setting u = -a r² gives, as r → 0⁺,

[exp(-a r²) - Σ_{m<n} (-a r²)ᵐ/m!] / r²ⁿ → (-a)ⁿ/n!.

Now add and subtract aZ/r² in V(r)/r³:

V(r)/r³ = Z [exp(-a r²) - 1 + a r²]/r⁴ + a Z [exp(-b r²) - 1]/r².

The brackets are remainders with n = 2 and n = 1, so the limit is

Z a²/2 - a Z b = Z a (a/2 - b).

Both the 1/r term and the linear term have cancelled.

To see whether other strengths would do, replace the prefactors Z and aZ of the Gaussian terms by c and d. Then

r V(r) = -Z + c exp(-a r²) + d r² exp(-b r²) → c - Z.

If V(r)/r → 0, then r V(r) = r² · V(r)/r → 0 as well, so c = Z. With this value,

V(r)/r = Z [exp(-a r²) - 1]/r² + d exp(-b r²) → d - aZ,

which forces d = aZ. Conversely, these two values make the limit zero.

For b = a/2 the cubic coefficient vanishes too, and one more order in each Gaussian gives

V(r)/r⁵ = Z [exp(-a r²) - 1 + a r² - a² r⁴/2]/r⁶ + a Z [exp(-a r²/2) - 1 + a r²/2]/r⁴
→ -Z a³/6 + Z a³/8 = -Z a³/24.

At large r, with a and b positive, both Gaussian terms in r V(r) die out and r V(r) → -Z.

## The potential in Lean

```lean
import Mathlib

open Filter Topology

namespace SoftCorePseudopotential

noncomputable section
```

The general form has free strengths `c` and `d`.

```lean
/-- Local channel of an effective core potential, for `r > 0`: the Coulomb attraction `-Z/r`,
a Gaussian-screened repulsion of strength `c`, and a linear term of strength `d` with a
Gaussian cutoff. -/
def channel (Z c d a b r : ℝ) : ℝ :=
  -Z / r + c * Real.exp (-a * r ^ 2) / r + d * r * Real.exp (-b * r ^ 2)
```

The potential of interest fixes them.

```lean
/-- The channel with strengths `c = Z` and `d = a Z`, for `r > 0`:
`-Z/r + Z exp(-a r²)/r + a Z r exp(-b r²)`. -/
def softCore (Z a b r : ℝ) : ℝ := channel Z Z (a * Z) a b r
```

All parameters are real numbers, and `Z` is the charge of the ion that the valence electrons see. The definitions describe a single local channel; further Gaussian terms in that channel, angular-momentum-dependent projectors, norm conservation and the fitting of `a` and `b` to an atom are not modelled.

## Taylor remainders of a Gaussian

In the statements below, `𝓝[>] 0` means that r tends to zero from above, so the value at r = 0 plays no part.

```lean
/-- The Gaussian `exp(-a r²)` minus its first `n` Taylor terms, divided by `r^(2n)`, tends to
the next Taylor coefficient `(-a)^n / n!` as `r` tends to zero from above. -/
theorem gaussian_taylor (a : ℝ) (n : ℕ) :
    Tendsto (fun r : ℝ => (Real.exp (-a * r ^ 2)
        - ∑ m ∈ Finset.range n, (-a * r ^ 2) ^ m / (m.factorial : ℝ)) / r ^ (2 * n))
      (𝓝[>] 0) (𝓝 ((-a) ^ n / (n.factorial : ℝ))) := by
  -- the remainder after one more term is of higher order
  obtain ⟨C, hC⟩ : ∃ C : ℝ, ∀ u : ℝ, |u| ≤ 1 →
      |Real.exp u - ∑ m ∈ Finset.range (n + 1), u ^ m / (m.factorial : ℝ)|
        ≤ |u| ^ (n + 1) * C :=
    ⟨_, fun u hu => Real.exp_bound hu n.succ_pos⟩
  have hlim : Tendsto (fun r : ℝ => r ^ 2 * (|a| ^ (n + 1) * C)) (𝓝[>] 0) (𝓝 0) :=
    (Continuous.tendsto' (by fun_prop) _ _ (by simp)).mono_left nhdsWithin_le_nhds
  have habs : Tendsto (fun r : ℝ => |-a * r ^ 2|) (𝓝[>] 0) (𝓝 0) :=
    (Continuous.tendsto' (by fun_prop) _ _ (by simp)).mono_left nhdsWithin_le_nhds
  rw [tendsto_iff_norm_sub_tendsto_zero]
  refine squeeze_zero' (Eventually.of_forall fun r => norm_nonneg _) ?_ hlim
  filter_upwards [habs.eventually_lt_const zero_lt_one, self_mem_nhdsWithin] with r hu hr
  have hpos : 0 < r ^ (2 * n) := pow_pos (Set.mem_Ioi.mp hr) _
  have e : ∀ E S : ℝ, (E - S) / r ^ (2 * n) - (-a) ^ n / (n.factorial : ℝ)
      = (E - (S + (-a * r ^ 2) ^ n / (n.factorial : ℝ))) / r ^ (2 * n) := by
    intro E S
    rw [eq_div_iff hpos.ne', sub_mul, div_mul_cancel₀ _ hpos.ne', mul_pow, ← pow_mul]
    ring
  have h := hC _ hu.le
  have hab : |-a * r ^ 2| = |a| * r ^ 2 := by
    rw [abs_mul, abs_neg, abs_of_nonneg (sq_nonneg r)]
  rw [Finset.sum_range_succ, hab] at h
  rw [Real.norm_eq_abs, e, abs_div, abs_of_pos hpos, div_le_iff₀ hpos]
  refine h.trans (le_of_eq ?_)
  ring
```

`Real.exp_bound` supplies the constant C. The identity `e` rewrites the distance from the claimed limit as the remainder after one more term, divided by r²ⁿ. This is at most r²|a|ⁿ⁺¹C, and `squeeze_zero'` finishes the argument.

## Residual charge and slope

```lean
/-- Near the nucleus the channel acts like an ion of residual charge `Z - c`: `r V(r)` tends to
`c - Z` as `r` tends to zero from above. -/
theorem coulomb_residue (Z c d a b : ℝ) :
    Tendsto (fun r => r * channel Z c d a b r) (𝓝[>] 0) (𝓝 (c - Z)) := by
  have h : Tendsto (fun r : ℝ => c * Real.exp (-a * r ^ 2) - Z
      + d * r ^ 2 * Real.exp (-b * r ^ 2)) (𝓝[>] 0) (𝓝 (c - Z)) :=
    (Continuous.tendsto' (by fun_prop) _ _ (by simp)).mono_left nhdsWithin_le_nhds
  refine h.congr' ?_
  filter_upwards [self_mem_nhdsWithin] with r hr
  have hne : r ≠ 0 := (Set.mem_Ioi.mp hr).ne'
  simp only [channel]
  generalize Real.exp (-a * r ^ 2) = A
  generalize Real.exp (-b * r ^ 2) = B
  field_simp
  ring
```

Here r V(r) agrees for r > 0 with a continuous function whose value at zero is c - Z.

```lean
/-- Once the Coulomb singularity is cancelled by `c = Z`, the channel has slope `d - a Z` at the
nucleus: this is the limit of `V(r)/r` as `r` tends to zero from above. -/
theorem linear_residue (Z d a b : ℝ) :
    Tendsto (fun r => channel Z Z d a b r / r) (𝓝[>] 0) (𝓝 (d - a * Z)) := by
  have h := ((gaussian_taylor a 1).const_mul Z).add ((gaussian_taylor b 0).const_mul d)
  have e : d - a * Z = Z * ((-a) ^ 1 / (Nat.factorial 1 : ℝ))
      + d * ((-b) ^ 0 / (Nat.factorial 0 : ℝ)) := by
    simp only [Nat.factorial]
    push_cast
    ring
  rw [e]
  refine h.congr' ?_
  filter_upwards [self_mem_nhdsWithin] with r hr
  have hne : r ≠ 0 := (Set.mem_Ioi.mp hr).ne'
  simp only [channel, Finset.sum_range_succ, Finset.sum_range_zero, Nat.factorial]
  generalize Real.exp (-a * r ^ 2) = A
  generalize Real.exp (-b * r ^ 2) = B
  push_cast
  field_simp
  ring
```

The slope combines the remainder lemma at n = 1 for the first Gaussian with n = 0 for the second. The identity between V(r)/r and these remainders is purely algebraic once the exponentials are replaced by letters `A` and `B`; `field_simp` and `ring` then verify it.

## The cubic limit

```lean
/-- The soft-core potential has no term below cubic order at the nucleus: `V(r)/r³` tends to
`Z a (a/2 - b)` as `r` tends to zero from above. -/
theorem softCore_cubic (Z a b : ℝ) :
    Tendsto (fun r => softCore Z a b r / r ^ 3) (𝓝[>] 0) (𝓝 (Z * a * (a / 2 - b))) := by
  -- second-order remainder of one Gaussian, first-order remainder of the other
  have h := ((gaussian_taylor a 2).const_mul Z).add ((gaussian_taylor b 1).const_mul (a * Z))
  have e : Z * a * (a / 2 - b) = Z * ((-a) ^ 2 / (Nat.factorial 2 : ℝ))
      + a * Z * ((-b) ^ 1 / (Nat.factorial 1 : ℝ)) := by
    simp only [Nat.factorial]
    push_cast
    ring
  rw [e]
  refine h.congr' ?_
  filter_upwards [self_mem_nhdsWithin] with r hr
  have hne : r ≠ 0 := (Set.mem_Ioi.mp hr).ne'
  simp only [softCore, channel, Finset.sum_range_succ, Finset.sum_range_zero, Nat.factorial]
  generalize Real.exp (-a * r ^ 2) = A
  generalize Real.exp (-b * r ^ 2) = B
  push_cast
  field_simp
  ring
```

This is the split made by hand, with n = 2 and n = 1. No sign condition on `a` or `b` is needed, since only the behaviour at the origin matters.

## The strengths are forced

```lean
/-- The strengths are forced: `V(r)/r` tends to zero at the nucleus exactly when `c = Z` and
`d = a Z`. -/
theorem cancellation_iff (Z c d a b : ℝ) :
    Tendsto (fun r => channel Z c d a b r / r) (𝓝[>] 0) (𝓝 0) ↔ c = Z ∧ d = a * Z := by
  constructor
  · intro h
    have hsq : Tendsto (fun r : ℝ => r ^ 2) (𝓝[>] 0) (𝓝 0) :=
      (Continuous.tendsto' (by fun_prop) _ _ (by simp)).mono_left nhdsWithin_le_nhds
    -- multiplying by r² isolates the Coulomb charge
    have h2 : Tendsto (fun r => r * channel Z c d a b r) (𝓝[>] 0) (𝓝 (0 * 0)) := by
      refine (hsq.mul h).congr' ?_
      filter_upwards [self_mem_nhdsWithin] with r hr
      have hne : r ≠ 0 := (Set.mem_Ioi.mp hr).ne'
      generalize channel Z c d a b r = V
      field_simp
    have hc : c = Z := by
      have := tendsto_nhds_unique (coulomb_residue Z c d a b) h2
      linarith
    rw [hc] at h
    have := tendsto_nhds_unique (linear_residue Z d a b) h
    exact ⟨hc, by linarith⟩
  · rintro ⟨hc, hd⟩
    rw [hc, hd]
    simpa only [sub_self] using linear_residue Z (a * Z) a b
```

The forward direction multiplies by r² and uses uniqueness of limits twice, first for the charge and then for the slope. The statement concerns this family of potentials, with `Z`, `a` and `b` given.

## Fifth order when b = a/2

```lean
/-- For `b = a/2` the soft-core potential has no term below fifth order: `V(r)/r⁵` tends to
`-Z a³/24` as `r` tends to zero from above. -/
theorem softCore_quintic (Z a : ℝ) :
    Tendsto (fun r => softCore Z a (a / 2) r / r ^ 5) (𝓝[>] 0) (𝓝 (-(Z * a ^ 3) / 24)) := by
  have h := ((gaussian_taylor a 3).const_mul Z).add
    ((gaussian_taylor (a / 2) 2).const_mul (a * Z))
  have e : -(Z * a ^ 3) / 24 = Z * ((-a) ^ 3 / (Nat.factorial 3 : ℝ))
      + a * Z * ((-(a / 2)) ^ 2 / (Nat.factorial 2 : ℝ)) := by
    simp only [Nat.factorial]
    push_cast
    ring
  rw [e]
  refine h.congr' ?_
  filter_upwards [self_mem_nhdsWithin] with r hr
  have hne : r ≠ 0 := (Set.mem_Ioi.mp hr).ne'
  simp only [softCore, channel, Finset.sum_range_succ, Finset.sum_range_zero, Nat.factorial]
  generalize Real.exp (-a * r ^ 2) = A
  generalize Real.exp (-(a / 2) * r ^ 2) = B
  push_cast
  field_simp
  ring
```

The same method applies with n = 3 and n = 2.

## The ionic tail

```lean
/-- For positive Gaussian exponents `a` and `b` the channel keeps the Coulomb tail of charge `Z`:
`r V(r)` tends to `-Z` at large distance. -/
theorem coulomb_tail (Z c d : ℝ) {a b : ℝ} (ha : 0 < a) (hb : 0 < b) :
    Tendsto (fun r => r * channel Z c d a b r) atTop (𝓝 (-Z)) := by
  have hx : ∀ k : ℝ, 0 < k → Tendsto (fun r : ℝ => k * r ^ 2) atTop atTop :=
    fun k hk => (tendsto_pow_atTop two_ne_zero).const_mul_atTop hk
  have h1 : Tendsto (fun r : ℝ => Real.exp (-(a * r ^ 2))) atTop (𝓝 0) :=
    Real.tendsto_exp_neg_atTop_nhds_zero.comp (hx a ha)
  have h2 : Tendsto (fun r : ℝ => (b * r ^ 2) ^ 1 * Real.exp (-(b * r ^ 2))) atTop (𝓝 0) :=
    (Real.tendsto_pow_mul_exp_neg_atTop_nhds_zero 1).comp (hx b hb)
  have h := ((h1.const_mul c).sub_const Z).add (h2.const_mul (d / b))
  have e : -Z = c * 0 - Z + d / b * 0 := by ring
  rw [e]
  refine h.congr' ?_
  filter_upwards [eventually_gt_atTop (0 : ℝ)] with r hr
  have hne : r ≠ 0 := hr.ne'
  have hbne : b ≠ 0 := hb.ne'
  simp only [channel, neg_mul]
  generalize Real.exp (-(a * r ^ 2)) = A
  generalize Real.exp (-(b * r ^ 2)) = B
  field_simp
  ring

end

end SoftCorePseudopotential
```

Positivity enters here as `ha` and `hb`: the Gaussians must decay. The theorem allows any `c` and `d`, so it covers the soft-core choice.

In a many-electron simulation with the soft-core strengths c = Z and d = aZ, and with a and b positive, the electron–ion potential energy therefore stays bounded as an electron reaches the nucleus, while a distant electron still feels the charge Z.

```lean
#print axioms SoftCorePseudopotential.softCore_cubic
-- 'SoftCorePseudopotential.softCore_cubic' depends on axioms: [propext, Classical.choice, Quot.sound]
#print axioms SoftCorePseudopotential.cancellation_iff
-- 'SoftCorePseudopotential.cancellation_iff' depends on axioms: [propext, Classical.choice, Quot.sound]
#print axioms SoftCorePseudopotential.softCore_quintic
-- 'SoftCorePseudopotential.softCore_quintic' depends on axioms: [propext, Classical.choice, Quot.sound]
#print axioms SoftCorePseudopotential.coulomb_tail
-- 'SoftCorePseudopotential.coulomb_tail' depends on axioms: [propext, Classical.choice, Quot.sound]
```
